# With damping g > 0, two identical unit-mass oscillators of stiffness k with antisymmetric coupling ±a have only decaying modes exactly when a² < kg²

If I judge stability by the restoring force and the friction alone, I can call a system stable when it blows up. Take two coordinates of unit mass, each with restoring constant \(k=6\) and damping \(g=2\), and add a coupling of strength \(a=12\) that enters the two equations with opposite signs:

\[
u_0''+g u_0'+k u_0+a u_1=0,\qquad u_1''+g u_1'+k u_1-a u_0=0 .
\]

This system has a mode that grows like \(e^{t}\). I believe that for \(g>0\) all modes decay if and only if \(a^2<kg^2\), and that without damping, for \(k>0\), any nonzero \(a\) gives a growing mode. Can this be derived rigorously and checked by machine, preferably in a way that shows what is special about the non-symmetric stiffness matrix?

## Decay rates from complex stiffness eigenvalues

Yes. What matters is that a non-symmetric stiffness matrix can have complex eigenvalues. Write the equations as \(u''+gu'+Ku=0\), where

\[
K=kI+aJ,\qquad J=\begin{pmatrix}0&1\\-1&0\end{pmatrix}.
\]

Inserting \(u(t)=e^{st}v\) and dividing by \(e^{st}\) gives \([(s^2+gs)I+K]v=0\). A nonzero \(v\) exists exactly when \(\det[(s^2+gs)I+K]=0\). Equivalently, \(\kappa=-(s^2+gs)\) is an eigenvalue of \(K\). Each eigenvalue therefore acts as the stiffness of a single oscillator,

\[
s^2+gs+\kappa=0 .
\]

Put \(s=x+iy\) with real \(x,y\). The real and imaginary parts give

\[
\operatorname{Re}\kappa=y^2-x^2-gx,\qquad \operatorname{Im}\kappa=-y(2x+g).
\]

Since \((2x+g)^2=4x(x+g)+g^2\), the terms \(g^2y^2\) cancel in the following combination:

\[
\begin{aligned}
g^2\operatorname{Re}\kappa-(\operatorname{Im}\kappa)^2
&=g^2y^2-g^2x(x+g)-y^2\left[4x(x+g)+g^2\right]\\
&=-x(x+g)(4y^2+g^2).
\end{aligned}
\]

Let \(g>0\), so that the last factor is positive.

- Suppose \((\operatorname{Im}\kappa)^2<g^2\operatorname{Re}\kappa\). Then \(x(x+g)<0\), which rules out \(x\ge 0\). Every root decays.
- Suppose every root decays. If \(s\) is a root, so is \(-g-s\), because the two roots add up to \(-g\). Hence \(x<0\) and \(-g-x<0\), so \(-x(x+g)>0\) and the inequality follows.

For the springs, \(\det(K-\kappa I)=(k-\kappa)^2+a^2\), so \(\kappa=k\pm ia\). Both eigenvalues give the same condition, \(a^2<kg^2\). It forces \(k>0\), which need not be assumed separately.

Without damping, \(s^2=-\kappa\). If \(x>0\), then \(\kappa=y^2-x^2-2ixy\) is non-real when \(y\neq0\) and negative when \(y=0\). Conversely, if \(\kappa\) is non-real or negative, a square root \(w\) of \(-\kappa\) cannot have zero real part, since \(w=iy\) would give \(\kappa=y^2\ge0\). One of \(w\) and \(-w\) then grows. For \(\kappa=k\pm ia\) with \(k\ge0\), this happens exactly when \(a\ne0\).

At the threshold, set \(k=\omega^2\) and \(a=g\omega\) with \(\omega\) real. Then \(s=i\omega\) gives \(s^2+gs=-\omega^2+ig\omega=-(k-ia)\), so \(s\) is a root whose motion neither grows nor decays.

## Numbers for k = 6 and g = 2

The threshold is \(|a|=\sqrt{24}\approx4.90\).

For \(a=12\), the eigenvalue \(\kappa=6+12i\) has the roots \(s=1-3i\) and \(s=-3+3i\). The first can be checked directly: \((1-3i)^2+2(1-3i)=-6-12i\). This is the growing mode in the question. Both sides of the identity equal \(-120\): the left is \(24-144\), and the right is \(-1\cdot3\cdot40\).

For \(a=9/8\), the eigenvalue \(\kappa=6+\tfrac98i\) has the roots \(-\tfrac34-\tfrac94i\) and \(-\tfrac54+\tfrac94i\). The other eigenvalue gives their complex conjugates, so all four roots decay, the slowest as \(e^{-3t/4}\).

## The Lean file

```lean
import Mathlib

open Matrix

namespace NonreciprocalSprings

noncomputable section

variable {n : Type*} [Fintype n] [DecidableEq n]

/-- The matrix `(s² + g s) I + K` acting on the amplitude of a motion `exp (s t) v`, for unit
masses, damping `g` and stiffness matrix `K`, which need not be symmetric. -/
def dynamicalMatrix (K : Matrix n n ℂ) (g : ℝ) (s : ℂ) : Matrix n n ℂ :=
  (s ^ 2 + g * s) • (1 : Matrix n n ℂ) + K

/-- Every root `s` of the characteristic equation has negative real part. -/
def IsStable (K : Matrix n n ℂ) (g : ℝ) : Prop :=
  ∀ s : ℂ, (dynamicalMatrix K g s).det = 0 → s.re < 0

/-- Some root `s` of the characteristic equation has positive real part. -/
def HasGrowingMode (K : Matrix n n ℂ) (g : ℝ) : Prop :=
  ∃ s : ℂ, (dynamicalMatrix K g s).det = 0 ∧ 0 < s.re

/-- The stiffness matrix `k I + a J` with `J = [[0, 1], [-1, 0]]`: a restoring force of strength
`k` and a non-reciprocal coupling of strength `a` between two coordinates. -/
def oddStiffness (k a : ℝ) : Matrix (Fin 2) (Fin 2) ℂ :=
  (k : ℂ) • (1 : Matrix (Fin 2) (Fin 2) ℂ) + (a : ℂ) • !![0, 1; -1, 0]

/-- The characteristic equation holds at `s` exactly when, for some nonzero amplitude `v`, the
motion `u(t) = exp (s t) v` solves `u'' + g u' + K u = 0`. -/
theorem det_eq_zero_iff_motion (K : Matrix n n ℂ) (g : ℝ) (s : ℂ) :
    (dynamicalMatrix K g s).det = 0 ↔ ∃ v : n → ℂ, v ≠ 0 ∧ ∀ (t : ℝ) (i : n),
      deriv (deriv (fun τ : ℝ => Complex.exp (s * τ) * v i)) t
        + g * deriv (fun τ : ℝ => Complex.exp (s * τ) * v i) t
        + ∑ j, K i j * (Complex.exp (s * t) * v j) = 0 := by
  -- each time derivative brings down a factor s
  have hd (c : ℂ) : deriv (fun τ : ℝ => Complex.exp (s * τ) * c)
      = fun τ : ℝ => Complex.exp (s * τ) * (s * c) := by
    funext t
    have h : HasDerivAt (fun z : ℂ => Complex.exp (s * z) * c)
        (Complex.exp (s * t) * (s * c)) (t : ℂ) := by
      have h1 : HasDerivAt (fun z : ℂ => s * z) s (t : ℂ) := by
        simpa using (hasDerivAt_id' (t : ℂ)).const_mul s
      exact (h1.cexp.mul_const c).congr_deriv (by ring)
    exact h.comp_ofReal.deriv
  rw [← Matrix.exists_mulVec_eq_zero_iff]
  refine exists_congr fun v => and_congr_right fun _ => ?_
  have key (t : ℝ) (i : n) : deriv (deriv (fun τ : ℝ => Complex.exp (s * τ) * v i)) t
        + g * deriv (fun τ : ℝ => Complex.exp (s * τ) * v i) t
        + ∑ j, K i j * (Complex.exp (s * t) * v j)
      = Complex.exp (s * t) * (dynamicalMatrix K g s *ᵥ v) i := by
    have hv : (dynamicalMatrix K g s *ᵥ v) i
        = (s ^ 2 + g * s) * v i + ∑ j, K i j * v j := by
      rw [dynamicalMatrix, Matrix.add_mulVec, Matrix.smul_mulVec, Matrix.one_mulVec]
      rfl
    simp only [hd]
    rw [hv, mul_add, Finset.mul_sum]
    congr 1
    · ring
    · exact Finset.sum_congr rfl fun j _ => by ring
  constructor
  · intro h t i
    rw [key, h]
    simp
  · intro h
    funext i
    have h0 := h 0 i
    rw [key] at h0
    exact (mul_eq_zero.mp h0).resolve_left (Complex.exp_ne_zero _)

omit [Fintype n] in
/-- If `s² + g s + κ = 0`, the dynamical matrix at `s` is `K - κ I`. -/
theorem dynamicalMatrix_eq (K : Matrix n n ℂ) {g : ℝ} {s κ : ℂ}
    (h : s ^ 2 + g * s + κ = 0) :
    dynamicalMatrix K g s = K - κ • (1 : Matrix n n ℂ) := by
  have h' : s ^ 2 + g * s = -κ := by linear_combination h
  rw [dynamicalMatrix, h', neg_smul]
  abel

/-- A single damped oscillator with complex stiffness `κ` has only decaying solutions
`exp (s t)` exactly when `(Im κ)² < g² Re κ`. -/
theorem oscillator_stable_iff {g : ℝ} (hg : 0 < g) (κ : ℂ) :
    (∀ s : ℂ, s ^ 2 + g * s + κ = 0 → s.re < 0) ↔ κ.im ^ 2 < g ^ 2 * κ.re := by
  -- real and imaginary parts of the characteristic equation
  have parts (s : ℂ) (hs : s ^ 2 + g * s + κ = 0) :
      κ.re = s.im ^ 2 - s.re ^ 2 - g * s.re ∧ κ.im = -(s.im * (2 * s.re + g)) := by
    have h1 := congrArg Complex.re hs
    have h2 := congrArg Complex.im hs
    simp only [sq, Complex.add_re, Complex.mul_re, Complex.ofReal_re, Complex.ofReal_im,
      Complex.zero_re] at h1
    simp only [sq, Complex.add_im, Complex.mul_im, Complex.ofReal_re, Complex.ofReal_im,
      Complex.zero_im] at h2
    exact ⟨by linear_combination h1, by linear_combination h2⟩
  constructor
  · intro h
    obtain ⟨w, hw⟩ := IsAlgClosed.exists_pow_nat_eq ((g : ℂ) ^ 2 / 4 - κ) (n := 2) two_pos
    obtain ⟨s, hs⟩ : ∃ s : ℂ, s ^ 2 + g * s + κ = 0 :=
      ⟨w - g / 2, by linear_combination hw⟩
    -- the two roots add up to -g, and both decay
    have hx := h s hs
    have hx' := h (-(g : ℂ) - s) (by linear_combination hs)
    simp only [Complex.sub_re, Complex.neg_re, Complex.ofReal_re] at hx'
    obtain ⟨hp, hq⟩ := parts s hs
    have hpos : 0 < (-s.re) * (s.re + g) * (4 * s.im ^ 2 + g ^ 2) :=
      mul_pos (mul_pos (by linarith) (by linarith)) (by positivity)
    rw [hp, hq]
    nlinarith [hpos]
  · intro h s hs
    by_contra hx
    have hx0 : 0 ≤ s.re := not_lt.mp hx
    obtain ⟨hp, hq⟩ := parts s hs
    have hpos : 0 ≤ s.re * (s.re + g) * (4 * s.im ^ 2 + g ^ 2) := by positivity
    rw [hp, hq] at h
    nlinarith [hpos]

/-- With damping `g > 0`, a system with any stiffness matrix `K` is stable exactly when every
eigenvalue `κ` of `K` satisfies `(Im κ)² < g² Re κ`. -/
theorem isStable_iff (K : Matrix n n ℂ) {g : ℝ} (hg : 0 < g) :
    IsStable K g ↔ ∀ κ : ℂ, (K - κ • (1 : Matrix n n ℂ)).det = 0 →
      κ.im ^ 2 < g ^ 2 * κ.re := by
  constructor
  · intro h κ hκ
    refine (oscillator_stable_iff hg κ).1 fun s hs => h s ?_
    rw [dynamicalMatrix_eq K hs, hκ]
  · intro h s hs
    have h0 : s ^ 2 + g * s + -(s ^ 2 + g * s) = 0 := by ring
    rw [dynamicalMatrix_eq K h0] at hs
    exact (oscillator_stable_iff hg _).2 (h _ hs) s h0

/-- Without damping, a growing mode exists exactly when `K` has an eigenvalue that is not real
or has negative real part. -/
theorem hasGrowingMode_undamped_iff (K : Matrix n n ℂ) :
    HasGrowingMode K 0 ↔ ∃ κ : ℂ, (K - κ • (1 : Matrix n n ℂ)).det = 0 ∧
      (κ.im ≠ 0 ∨ κ.re < 0) := by
  constructor
  · rintro ⟨s, hs, hx⟩
    have h0 : s ^ 2 + ((0 : ℝ) : ℂ) * s + -(s ^ 2) = 0 := by simp
    rw [dynamicalMatrix_eq K h0] at hs
    refine ⟨-(s ^ 2), hs, ?_⟩
    simp only [sq, Complex.neg_re, Complex.neg_im, Complex.mul_re, Complex.mul_im]
    by_cases hy : s.im = 0
    · right
      rw [hy]
      nlinarith [mul_pos hx hx]
    · left
      intro h
      have h' : s.re * s.im = 0 := by linarith
      exact (mul_ne_zero hx.ne' hy) h'
  · rintro ⟨κ, hκ, hne⟩
    obtain ⟨w, hw⟩ := IsAlgClosed.exists_pow_nat_eq (-κ) (n := 2) two_pos
    have h1 := congrArg Complex.re hw
    have h2 := congrArg Complex.im hw
    simp only [sq, Complex.neg_re, Complex.mul_re] at h1
    simp only [sq, Complex.neg_im, Complex.mul_im] at h2
    have hre : w.re ≠ 0 := by
      intro h0
      rw [h0] at h1 h2
      rcases hne with h | h
      · exact h (by linarith)
      · nlinarith [mul_self_nonneg w.im]
    -- of the two roots w and -w, one grows
    rcases lt_or_gt_of_ne hre with h | h
    · refine ⟨-w, ?_, by rw [Complex.neg_re]; linarith⟩
      rw [dynamicalMatrix_eq K (κ := κ) (by push_cast; linear_combination hw), hκ]
    · refine ⟨w, ?_, h⟩
      rw [dynamicalMatrix_eq K (κ := κ) (by push_cast; linear_combination hw), hκ]

/-- The eigenvalues of the non-reciprocal stiffness matrix `k I + a J` are `k + i a` and
`k - i a`. -/
theorem oddStiffness_eigenvalue_iff (k a : ℝ) (κ : ℂ) :
    (oddStiffness k a - κ • (1 : Matrix (Fin 2) (Fin 2) ℂ)).det = 0 ↔
      κ = k + a * Complex.I ∨ κ = k - a * Complex.I := by
  have h : (oddStiffness k a - κ • (1 : Matrix (Fin 2) (Fin 2) ℂ)).det
      = (κ - (k + a * Complex.I)) * (κ - (k - a * Complex.I)) := by
    have h1 : (oddStiffness k a - κ • (1 : Matrix (Fin 2) (Fin 2) ℂ)).det
        = ((k : ℂ) - κ) * (k - κ) + a * a := by
      rw [Matrix.det_fin_two]
      simp [oddStiffness]
    rw [h1]
    linear_combination (a : ℂ) ^ 2 * Complex.I_sq
  rw [h, mul_eq_zero, sub_eq_zero, sub_eq_zero]

/-- Two coordinates with restoring force `k`, damping `g > 0` and non-reciprocal coupling `a`
are stable exactly when `a² < k g²`. -/
theorem oddSprings_stable_iff (k a : ℝ) {g : ℝ} (hg : 0 < g) :
    IsStable (oddStiffness k a) g ↔ a ^ 2 < k * g ^ 2 := by
  rw [isStable_iff _ hg]
  constructor
  · intro h
    have h1 := h _ ((oddStiffness_eigenvalue_iff k a _).2 (Or.inl rfl))
    simp at h1
    linarith
  · intro h κ hκ
    rcases (oddStiffness_eigenvalue_iff k a κ).1 hκ with rfl | rfl <;> simp <;> linarith

/-- Without damping and with `k ≥ 0`, the non-reciprocal springs have a growing mode exactly
when the coupling `a` is nonzero. -/
theorem oddSprings_undamped_growing_iff {k : ℝ} (hk : 0 ≤ k) (a : ℝ) :
    HasGrowingMode (oddStiffness k a) 0 ↔ a ≠ 0 := by
  rw [hasGrowingMode_undamped_iff]
  constructor
  · rintro ⟨κ, hκ, hne⟩ rfl
    rcases (oddStiffness_eigenvalue_iff k 0 κ).1 hκ with rfl | rfl <;>
      simp at hne <;> linarith
  · intro ha
    exact ⟨_, (oddStiffness_eigenvalue_iff k a _).2 (Or.inl rfl), Or.inl (by simpa using ha)⟩

/-- For real `g` and `ω`, with `k = ω²` and `a = g ω`, the value `s = i ω` solves the characteristic
equation. -/
theorem oddSprings_threshold (g ω : ℝ) :
    (dynamicalMatrix (oddStiffness (ω ^ 2) (g * ω)) g (Complex.I * ω)).det = 0 := by
  have h : (Complex.I * ω) ^ 2 + g * (Complex.I * ω)
      + (((ω ^ 2 : ℝ) : ℂ) - ((g * ω : ℝ) : ℂ) * Complex.I) = 0 := by
    push_cast
    linear_combination (ω : ℂ) ^ 2 * Complex.I_sq
  rw [dynamicalMatrix_eq _ h]
  exact (oddStiffness_eigenvalue_iff _ _ _).2 (Or.inr rfl)

end

end NonreciprocalSprings
```

```lean
#print axioms NonreciprocalSprings.oscillator_stable_iff
-- 'NonreciprocalSprings.oscillator_stable_iff' depends on axioms: [propext, Classical.choice, Quot.sound]
#print axioms NonreciprocalSprings.oddSprings_stable_iff
-- 'NonreciprocalSprings.oddSprings_stable_iff' depends on axioms: [propext, Classical.choice, Quot.sound]
#print axioms NonreciprocalSprings.oddSprings_undamped_growing_iff
-- 'NonreciprocalSprings.oddSprings_undamped_growing_iff' depends on axioms: [propext, Classical.choice, Quot.sound]
#print axioms NonreciprocalSprings.oddSprings_threshold
-- 'NonreciprocalSprings.oddSprings_threshold' depends on axioms: [propext, Classical.choice, Quot.sound]
```

## What the theorems say about the springs

`dynamicalMatrix K g s` is \((s^2+gs)I+K\), with a real damping constant `g` and a complex square matrix `K` indexed by a finite type `n`. No symmetry of `K` is assumed. The masses are all one, and the same friction acts on every coordinate.

`IsStable K g` says that every complex root of the determinant has negative real part. `HasGrowingMode K g` says that some root has positive real part. The theorem `det_eq_zero_iff_motion` ties these roots to dynamics: the determinant vanishes at \(s\) exactly when some nonzero complex amplitude \(v\) makes \(e^{st}v\) satisfy the differential equation at all real times.

`oddStiffness k a` is \(kI+aJ\), with coordinates labelled 0 and 1 by `Fin 2`. The constant \(k\) measures the restoring force on each coordinate. The constant \(a\) measures a coupling whose two cross-forces, \(-au_1\) on coordinate 0 and \(+au_0\) on coordinate 1, have coefficients of opposite sign. For \(a\neq0\) such forces do not derive from a potential energy, which would require a symmetric stiffness matrix.

The main results are these:

- `oddSprings_stable_iff`: for real \(k,a\) and \(g>0\), stability is equivalent to \(a^2<kg^2\).
- `oddSprings_undamped_growing_iff`: for \(g=0\) and \(k\ge0\), a growing mode exists exactly when \(a\ne0\). The hypothesis on \(k\) excludes a repulsive force, which would produce growth even at \(a=0\).
- `oddSprings_threshold`: \(s=i\omega\) is a root when \(k=\omega^2\) and \(a=g\omega\), so the strict inequality is sharp.

The first two rest on criteria for finite matrices of any size, `isStable_iff` and `hasGrowingMode_undamped_iff`, stated through the eigenvalues of `K`.

These are statements about exponential modes of a linear system. They do not describe the saturation of growth by nonlinear forces, nor motions with polynomial factors in time. At \(k=a=g=0\), for instance, there is no growing mode in the defined sense, yet a free coordinate can drift linearly.

For simulation practice, the undamped result means that in this linear two-coordinate model with \(g=0\), \(k\ge0\) and \(a\ne0\), exponential growth belongs to the equations of motion and is not by itself evidence of too large a time step.

## How the proof follows the derivation

In `det_eq_zero_iff_motion`, the step `hd` shows that each time derivative brings down a factor \(s\). The step `key` then writes the left side of the equation of motion as \(e^{st}\) times a component of the dynamical matrix applied to \(v\). One direction is immediate. The other evaluates at \(t=0\) and cancels the nonzero exponential. Mathlib's `Matrix.exists_mulVec_eq_zero_iff` links a nonzero null vector to a vanishing determinant.

`dynamicalMatrix_eq` is the change of variable from \(s\) to \(\kappa\): if \(s^2+gs+\kappa=0\), the dynamical matrix equals \(K-\kappa I\).

`oscillator_stable_iff` contains the central argument. Its step `parts` extracts the formulas for \(\operatorname{Re}\kappa\) and \(\operatorname{Im}\kappa\). To derive the inequality from stability, the proof first needs a root. Algebraic closedness supplies \(w\) with \(w^2=g^2/4-\kappa\), and \(s=w-g/2\) completes the square. Applying stability to both \(s\) and \(-g-s\) makes the product \(-x(x+g)(4y^2+g^2)\) positive, and `nlinarith` uses this together with the algebraic identity. For the converse, the proof supposes \(x\ge0\); the product \(x(x+g)(4y^2+g^2)\) is then nonnegative, which contradicts the inequality.

`isStable_iff` transfers this result to matrices. Given an eigenvalue, it applies the stability of the whole system to the roots of that one oscillator. Given a root \(s\), it takes \(\kappa=-(s^2+gs)\) as the eigenvalue.

`hasGrowingMode_undamped_iff` follows the square-root argument. Its forward direction splits on whether \(\operatorname{Im}s\) is zero. Its reverse direction shows that \(\operatorname{Re}w\ne0\) and chooses \(w\) or \(-w\) according to the sign.

`oddStiffness_eigenvalue_iff` computes the \(2\times2\) determinant and factors it using \(i^2=-1\). The two spring theorems substitute the resulting eigenvalues \(k\pm ia\) into the general criteria. The threshold theorem uses the eigenvalue \(k-ia\), as in the calculation above.
